# Reversing $t'$ and the chemical potential exchanges electron and hole doping in determinant QMC on a two-sublattice cluster

Let $t'$ set the strength of hopping within a sublattice. An exact relation between its two signs lets a determinant QMC run for an electron-doped cluster at $t'$ be checked against one for a hole-doped cluster at $-t'$. For the finite two-sublattice clusters of $N$ sites below, with real auxiliary fields that couple oppositely to the two spins and $m=\beta\mu$ counted from half filling at $t'=0$, the weights obey

$$W(t',m)=e^{2mN}\,W(-t',-m).$$

## Hopping, fields and weight

The cluster has $N$ sites, indexed by `n`. The hopping matrix is $K(t')=K_1+t'K_2$, with the time step absorbed, and $m=\beta\mu$, with $\beta$ the inverse temperature and $\mu$ the chemical potential measured from its half-filling value at $t'=0$. A slice is $B_\sigma(t')=e^{-K(t')}e^{\sigma V}$ with $V$ real and diagonal. $P_\sigma$ is the ordered product of slices over a list of fields, and $W=\prod_{\sigma=\pm1}\det(1+e^mP_\sigma)$. This is the setting of the repulsive Hubbard model on a finite cluster after time discretisation and a decoupling by real fields that couple to the spin; neither of those steps is treated here.

`SublatticeHopping` collects the hypotheses, with $D$ written as `diagonal s` and $t'$ as `t`. In `partitionSum` the prefactors `c x` depend on neither $t'$ nor $m$.

```lean
import Mathlib

open Matrix

namespace DopingExchange

noncomputable section

variable {n ι : Type*} [Fintype n] [DecidableEq n] [Fintype ι]

/-- Hopping on a two-sublattice cluster: with sublattice signs `s`, the symmetric matrix `K₁`
connects opposite sublattices, and the symmetric traceless matrix `K₂` acts within each one. -/
structure SublatticeHopping (s : n → ℝ) (K₁ K₂ : Matrix n n ℝ) : Prop where
  sign : ∀ i, s i = 1 ∨ s i = -1
  symm₁ : K₁ᵀ = K₁
  symm₂ : K₂ᵀ = K₂
  flip : diagonal s * K₁ * diagonal s = -K₁
  keep : diagonal s * K₂ * diagonal s = K₂
  traceless : K₂.trace = 0

/-- The hopping matrix `K₁ + t' K₂`. -/
def hopping (K₁ K₂ : Matrix n n ℝ) (t : ℝ) : Matrix n n ℝ := K₁ + t • K₂

/-- One imaginary-time slice `exp(-K) exp(σ V)` for spin `σ` in the diagonal field `V`. -/
def slice (K₁ K₂ : Matrix n n ℝ) (t σ : ℝ) (v : n → ℝ) : Matrix n n ℝ :=
  NormedSpace.exp (-hopping K₁ K₂ t) * NormedSpace.exp (diagonal (σ • v))

/-- The ordered product of the time slices for a list of auxiliary fields. -/
def propagator (K₁ K₂ : Matrix n n ℝ) (t σ : ℝ) (V : List (n → ℝ)) : Matrix n n ℝ :=
  (V.map (slice K₁ K₂ t σ)).prod

/-- The fermion determinant `det(1 + e^m P_σ)` of one spin species. -/
def spinDet (K₁ K₂ : Matrix n n ℝ) (V : List (n → ℝ)) (σ t m : ℝ) : ℝ :=
  (1 + Real.exp m • propagator K₁ K₂ t σ V).det

/-- The weight of a field configuration: the product of the two spin determinants. -/
def weight (K₁ K₂ : Matrix n n ℝ) (V : List (n → ℝ)) (t m : ℝ) : ℝ :=
  spinDet K₁ K₂ V 1 t m * spinDet K₁ K₂ V (-1) t m

/-- The sum of the weights over finitely many field configurations `V x` with prefactors `c x`. -/
def partitionSum (K₁ K₂ : Matrix n n ℝ) (c : ι → ℝ) (V : ι → List (n → ℝ)) (t m : ℝ) : ℝ :=
  ∑ x, c x * weight K₁ K₂ (V x) t m

/-- Electrons per site, `(1/N) ∂ ln Z / ∂m`, for a nonempty cluster and nonzero `Z`. -/
def filling (K₁ K₂ : Matrix n n ℝ) (c : ι → ℝ) (V : ι → List (n → ℝ)) (t m : ℝ) : ℝ :=
  deriv (partitionSum K₁ K₂ c V t) m / (Fintype.card n * partitionSum K₁ K₂ c V t m)
```

The counter-examples below use one slice with zero field, so $P_\pm=e^{-K}$, and write $x=e^m$.

## Sublattice signs: $s_i=\pm1$

The signs label the sublattices and give $D^2=1$, which `SublatticeHopping.sq` records. Every later conjugation by $D$ uses it. With $s=(2,-\tfrac12)$ a two-site bond still satisfies $DK_1D=-K_1$, but $D$ is no longer its own inverse and the argument stops.

```lean
variable {s : n → ℝ} {K₁ K₂ : Matrix n n ℝ}

lemma exp_mul_exp_neg (A : Matrix n n ℝ) :
    NormedSpace.exp A * NormedSpace.exp (-A) = 1 := by
  rw [← Matrix.exp_add_of_commute _ _ (Commute.refl A).neg_right, add_neg_cancel,
    NormedSpace.exp_zero]

lemma SublatticeHopping.sq (h : SublatticeHopping s K₁ K₂) : diagonal s * diagonal s = 1 := by
  rw [diagonal_mul_diagonal, ← diagonal_one]
  congr 1
  funext i
  rcases h.sign i with hi | hi <;> simp [hi]
```

## Symmetric hopping

Hopping without magnetic flux can be described by a real symmetric matrix. Symmetry lets a transpose reverse the order of factors while leaving $e^{-K}$ unchanged. Moreover, any real symmetric matrix $A$ can be written as $A=U\,\mathrm{diag}(d)\,U^T$ with $U$ orthogonal, hence $\det e^A=\prod_i e^{d_i}=e^{\operatorname{tr}A}$.

```lean
lemma SublatticeHopping.symm (h : SublatticeHopping s K₁ K₂) (t : ℝ) :
    (hopping K₁ K₂ t)ᵀ = hopping K₁ K₂ t := by
  rw [hopping, transpose_add, transpose_smul, h.symm₁, h.symm₂]

/-- For a real symmetric matrix, the determinant of the exponential is the exponential of the
trace. -/
theorem det_exp_symmetric (A : Matrix n n ℝ) (hA : Aᵀ = A) :
    (NormedSpace.exp A).det = Real.exp A.trace := by
  have hH : A.IsHermitian := by
    rw [Matrix.IsHermitian, conjTranspose_eq_transpose_of_trivial, hA]
  -- diagonalise in an orthonormal eigenbasis
  obtain ⟨U, d, hU, hs⟩ : ∃ (U : Matrix n n ℝ) (d : n → ℝ),
      U * star U = 1 ∧ A = U * diagonal d * star U :=
    ⟨hH.eigenvectorUnitary, hH.eigenvalues,
      Matrix.mem_unitaryGroup_iff.mp hH.eigenvectorUnitary.2, by
        have h := hH.spectral_theorem
        rw [Unitary.conjStarAlgAut_apply] at h
        exact h⟩
  have hU' : star U * U = 1 := mul_eq_one_comm.mp hU
  have hu : IsUnit U := ⟨⟨U, star U, hU, hU'⟩, rfl⟩
  have he := Matrix.exp_conj U (diagonal d) hu
  rw [inv_eq_right_inv hU] at he
  have ht : A.trace = ∑ i, d i := by
    rw [hs, trace_mul_comm, ← mul_assoc, hU', one_mul, trace_diagonal]
  rw [ht, hs, he, det_mul_comm, ← mul_assoc, hU', one_mul, Matrix.exp_diagonal, det_diagonal,
    Real.exp_sum]
  refine Finset.prod_congr rfl fun i _ => ?_
  rw [Real.exp_eq_exp_ℝ]
  exact NormedSpace.map_exp (Pi.evalRingHom (fun _ : n => ℝ) i) (continuous_apply i) d
```

The Mathlib lemma `Matrix.exp_conj` states $e^{UAU^{-1}}=Ue^AU^{-1}$ for invertible $U$. Here $U$ is the eigenvector matrix; in the next proof it is $D$. Each time `inv_eq_right_inv` replaces the formal inverse by the known one, `star U` or `diagonal s`.

Without symmetry of $K_1$ the slice relation below can fail. Take $s=(1,-1)$, $K_2=0$ and $K_1=\begin{pmatrix}0&1\\0&0\end{pmatrix}$: then $e^{-K_1}e^{K_1^T}\neq1$. This refutes the slice relation, not the weight identity.

## $K_1$ changes sublattice, $K_2$ does not

On a square-lattice cluster with open edges or with periodic sides of even length, nearest-neighbour hopping obeys $DK_1D=-K_1$, and hopping across the diagonals of the squares obeys $DK_2D=K_2$. Therefore $K(t')=-DK(-t')D$ and $e^{K(t')}=De^{-K(-t')}D$. Since $D$ commutes with $e^{-\sigma V}$,

$$B_\sigma(t')^{-1}=e^{-\sigma V}e^{K(t')}=D\,e^{-\sigma V}e^{-K(-t')}D=D\,B_{-\sigma}(-t')^T D.$$

```lean
/-- Particle-hole transformation of one slice under the conditions of `SublatticeHopping`: its
inverse is the transposed slice with `t'` and spin reversed, conjugated by the sublattice signs. -/
theorem slice_particle_hole (h : SublatticeHopping s K₁ K₂) (t σ : ℝ) (v : n → ℝ) :
    slice K₁ K₂ t σ v * (diagonal s * (slice K₁ K₂ (-t) (-σ) v)ᵀ * diagonal s) = 1 := by
  have hK : diagonal s * -hopping K₁ K₂ (-t) * diagonal s = hopping K₁ K₂ t := by
    calc diagonal s * -hopping K₁ K₂ (-t) * diagonal s
        = -(diagonal s * K₁ * diagonal s) + t • (diagonal s * K₂ * diagonal s) := by
          simp only [hopping, neg_add, neg_smul, neg_neg, mul_add, add_mul, mul_neg, neg_mul,
            mul_smul_comm, smul_mul_assoc]
      _ = hopping K₁ K₂ t := by rw [h.flip, h.keep, neg_neg, hopping]
  have hE := Matrix.exp_conj (diagonal s) (-hopping K₁ K₂ (-t)) ⟨⟨_, _, h.sq, h.sq⟩, rfl⟩
  rw [inv_eq_right_inv h.sq, hK] at hE
  have hc : diagonal s * NormedSpace.exp (diagonal (-σ • v))
      = NormedSpace.exp (diagonal (-σ • v)) * diagonal s := by
    rw [Matrix.exp_diagonal, diagonal_mul_diagonal, diagonal_mul_diagonal]
    congr 1
    funext i
    exact mul_comm _ _
  have hV : NormedSpace.exp (diagonal (σ • v)) * NormedSpace.exp (diagonal (-σ • v)) = 1 := by
    have e : diagonal (-σ • v) = -diagonal (σ • v) := by
      ext i j
      by_cases hij : i = j <;> simp [hij]
    rw [e, exp_mul_exp_neg]
  have hKK := exp_mul_exp_neg (-hopping K₁ K₂ t)
  rw [neg_neg, hE] at hKK
  rw [slice, slice, transpose_mul, ← Matrix.exp_transpose, ← Matrix.exp_transpose,
    diagonal_transpose, transpose_neg, h.symm, ← mul_assoc (diagonal s), hc]
  -- the field factors meet and cancel, then the hopping factors do
  simp only [mul_assoc] at hKK ⊢
  rw [← mul_assoc (NormedSpace.exp (diagonal (σ • v))), hV, one_mul, hKK]
```

In a product, inversion and transposition both reverse the order, and the inner factors $DD$ cancel. Induction on the list gives $P_\sigma(t')^{-1}=D\,P_{-\sigma}(-t')^TD$.

```lean
/-- Under the conditions of `SublatticeHopping`, for any number of time slices, the inverse of the
propagator is the transposed propagator with `t'` and spin reversed, conjugated by the sublattice
signs. -/
theorem propagator_particle_hole (h : SublatticeHopping s K₁ K₂) (t σ : ℝ)
    (V : List (n → ℝ)) :
    propagator K₁ K₂ t σ V *
      (diagonal s * (propagator K₁ K₂ (-t) (-σ) V)ᵀ * diagonal s) = 1 := by
  induction V with
  | nil => simp only [propagator, List.map_nil, List.prod_nil, transpose_one, mul_one, h.sq]
  | cons v V ih =>
    simp only [propagator, List.map_cons, List.prod_cons, transpose_mul] at ih ⊢
    set P := (V.map (slice K₁ K₂ t σ)).prod
    set Q := ((V.map (slice K₁ K₂ (-t) (-σ))).prod)ᵀ
    set B := slice K₁ K₂ t σ v with hB
    set C := (slice K₁ K₂ (-t) (-σ) v)ᵀ with hC
    calc B * P * (diagonal s * (Q * C) * diagonal s)
        = B * P * (diagonal s * (Q * 1 * C) * diagonal s) := by rw [mul_one]
      _ = B * (P * (diagonal s * Q * diagonal s)) * (diagonal s * C * diagonal s) := by
          rw [← h.sq]
          simp only [mul_assoc]
      _ = 1 := by rw [ih, mul_one, hB, hC, slice_particle_hole h]
```

Both rules matter for the weight identity:

- On a triangle with $K_1=-1$ on each bond and $K_2=0$, the first rule fails. The spin determinant is $(1+e^2x)(1+e^{-1}x)^2$, while the identity would require $(x+e^2)(x+e^{-1})^2$; these differ for every $m\neq0$.
- On two sites with $s=(1,-1)$, $K_1=K_2=\begin{pmatrix}0&1\\1&0\end{pmatrix}$ and $t'=1$, the second rule fails. The two sides are the squares of $1+2x\cosh2+x^2$ and $(1+x)^2$.

## No uniform level shift in $K_2$

A nonzero trace of $K_2$ means a nonzero average on-site energy, which acts as a shift of the chemical potential. $K_1$ needs no such assumption, because the first rule gives $\operatorname{tr}K_1=-\operatorname{tr}K_1$. With $\operatorname{tr}K=0$, each slice has determinant $e^{\sigma\operatorname{tr}V}$, so $\det P_\sigma=e^{\sigma F}$, where $F$ sums all field entries over sites and slices.

```lean
/-- Under the conditions of `SublatticeHopping`, the determinant of the propagator is the
exponential of the spin sign times the summed fields. -/
theorem det_propagator (h : SublatticeHopping s K₁ K₂) (t σ : ℝ) (V : List (n → ℝ)) :
    (propagator K₁ K₂ t σ V).det = Real.exp (σ * (V.map fun v => ∑ i, v i).sum) := by
  have h₁ : K₁.trace = 0 := by
    have e := congrArg trace h.flip
    rw [trace_mul_comm, ← mul_assoc, h.sq, one_mul, trace_neg] at e
    linarith
  have hK : (-hopping K₁ K₂ t).trace = 0 := by
    rw [trace_neg, hopping, trace_add, trace_smul, h₁, h.traceless, smul_zero, add_zero, neg_zero]
  induction V with
  | nil => simp [propagator]
  | cons v V ih =>
    simp only [propagator, List.map_cons, List.prod_cons, List.sum_cons] at ih ⊢
    rw [det_mul, ih, slice, det_mul, det_exp_symmetric _ (by rw [transpose_neg, h.symm]),
      det_exp_symmetric _ (diagonal_transpose _), hK, Real.exp_zero, one_mul, trace_diagonal,
      ← Real.exp_add, mul_add, Finset.mul_sum]
    rfl
```

Now factor out the propagator:

$$1+e^mP_\sigma(t')=e^mP_\sigma(t')\,D\,\bigl(1+e^{-m}P_{-\sigma}(-t')\bigr)^T D.$$

Taking determinants, with $(\det D)^2=1$, gives

$$\det(1+e^mP_\sigma(t'))=e^{mN+\sigma F}\det(1+e^{-m}P_{-\sigma}(-t')).$$

In the proof, `hf` is the factorisation and `linear_combination` inserts $(\det D)^2=1$.

```lean
/-- Under the conditions of `SublatticeHopping`, one spin determinant at `(t', m)` equals that of
the opposite spin at `(-t', -m)`, times an explicit positive factor. -/
theorem spinDet_particle_hole (h : SublatticeHopping s K₁ K₂) (V : List (n → ℝ)) (σ t m : ℝ) :
    spinDet K₁ K₂ V σ t m =
      Real.exp (Fintype.card n * m + σ * (V.map fun v => ∑ i, v i).sum) *
        spinDet K₁ K₂ V (-σ) (-t) (-m) := by
  have hP := propagator_particle_hole h t σ V
  have hdet := det_propagator h t σ V
  unfold spinDet
  set P := propagator K₁ K₂ t σ V
  set Q := propagator K₁ K₂ (-t) (-σ) V
  -- pull the propagator out of the determinant
  have hf : 1 + Real.exp m • P =
      (Real.exp m • P) * (diagonal s * (1 + Real.exp (-m) • Q)ᵀ * diagonal s) := by
    have e : diagonal s * (1 + Real.exp (-m) • Q)ᵀ * diagonal s =
        1 + Real.exp (-m) • (diagonal s * Qᵀ * diagonal s) := by
      rw [transpose_add, transpose_one, transpose_smul, mul_add, add_mul, mul_one, h.sq,
        mul_smul_comm, smul_mul_assoc]
    rw [e, mul_add, mul_one, smul_mul_assoc, mul_smul_comm, hP, smul_smul, ← Real.exp_add,
      add_neg_cancel, Real.exp_zero, one_smul, add_comm]
  have hs : (diagonal s).det * (diagonal s).det = 1 := by rw [← det_mul, h.sq, det_one]
  rw [hf, det_mul, det_smul, hdet, det_mul, det_mul, det_transpose, Real.exp_add,
    Real.exp_nat_mul]
  linear_combination (Real.exp m ^ Fintype.card n *
    Real.exp (σ * (V.map fun v => ∑ i, v i).sum) * (1 + Real.exp (-m) • Q).det) * hs
```

Multiplying the two spins cancels $e^{F}e^{-F}$ and leaves $e^{2mN}$.

```lean
/-- Exchange of electron and hole doping: under the conditions of `SublatticeHopping`, for every
field configuration, `W(t', m) = exp(2 m N) W(-t', -m)`. -/
theorem weight_doping_exchange (h : SublatticeHopping s K₁ K₂) (V : List (n → ℝ)) (t m : ℝ) :
    weight K₁ K₂ V t m =
      Real.exp (2 * m * Fintype.card n) * weight K₁ K₂ V (-t) (-m) := by
  have e : Real.exp (2 * m * Fintype.card n) =
      Real.exp (Fintype.card n * m + 1 * (V.map fun v => ∑ i, v i).sum) *
        Real.exp (Fintype.card n * m + -1 * (V.map fun v => ∑ i, v i).sum) := by
    rw [← Real.exp_add]
    congr 1
    ring
  rw [weight, weight, spinDet_particle_hole h V 1 t m, spinDet_particle_hole h V (-1) t m,
    neg_neg, e]
  ring
```

If the trace is allowed to be nonzero, one site with $K_1=0$, $K_2=1$ gives $W(t',m)=(1+e^{m-t'})^2=e^{2(m-t')}W(-t',-m)$, which has the wrong prefactor whenever $t'\neq0$.

At $t'=m=0$ the one-spin identity relates the two spins at the same point, so $W=e^F\det(1+P_-)^2\ge0$: if the prefactors are nonnegative too, there is no sign problem there.

```lean
/-- Under the conditions of `SublatticeHopping`, the weight of every field configuration is
nonnegative at `t' = 0` and `m = 0`. -/
theorem weight_nonneg (h : SublatticeHopping s K₁ K₂) (V : List (n → ℝ)) :
    0 ≤ weight K₁ K₂ V 0 0 := by
  rw [weight, spinDet_particle_hole h V 1, neg_zero, mul_assoc]
  exact mul_nonneg (Real.exp_pos _).le (mul_self_nonneg _)
```

## A nonzero partition sum

Summing over finitely many field configurations gives $Z(t',m)=e^{2mN}Z(-t',-m)$, which is `hx` in the proof. Differentiating in $m$ and dividing by $NZ(t',m)$ yields

$$\rho(t',m)=2-\rho(-t',-m),$$

where $\rho$ is the number of electrons per site. A filling $1+\delta$ at $t'$ thus corresponds to $1-\delta$ at $-t'$. The derivation needs $N>0$ and $Z\neq0$. If all prefactors vanish, Lean's division by zero makes both fillings $0$, and the relation is false.

```lean
/-- For a nonempty cluster under the conditions of `SublatticeHopping`, where the partition sum is
nonzero, the filling at `(t', m)` and the filling at `(-t', -m)` add up to two electrons per site.
-/
theorem filling_doping_exchange [Nonempty n] (h : SublatticeHopping s K₁ K₂) (c : ι → ℝ)
    (V : ι → List (n → ℝ)) (t m : ℝ) (hZ : partitionSum K₁ K₂ c V t m ≠ 0) :
    filling K₁ K₂ c V t m = 2 - filling K₁ K₂ c V (-t) (-m) := by
  have hx : partitionSum K₁ K₂ c V t = fun x =>
      Real.exp (2 * x * Fintype.card n) * partitionSum K₁ K₂ c V (-t) (-x) := by
    funext x
    rw [partitionSum, partitionSum, Finset.mul_sum]
    refine Finset.sum_congr rfl fun y _ => ?_
    rw [weight_doping_exchange h]
    ring
  have hdiff : Differentiable ℝ (partitionSum K₁ K₂ c V (-t)) := by
    unfold partitionSum weight spinDet
    simp only [det_apply', Matrix.add_apply, Matrix.smul_apply, smul_eq_mul]
    fun_prop
  have h₁ : HasDerivAt (fun x => partitionSum K₁ K₂ c V (-t) (-x))
      (-deriv (partitionSum K₁ K₂ c V (-t)) (-m)) m :=
    ((hdiff (-m)).hasDerivAt.comp m (hasDerivAt_neg m)).congr_deriv (by ring)
  have h₂ := (((hasDerivAt_id' m).const_mul 2).mul_const (Fintype.card n : ℝ)).exp
  -- differentiate the exchange law for the partition sum
  have hd := h₂.fun_mul h₁
  rw [← hx] at hd
  have hm := congrFun hx m
  have hN : (Fintype.card n : ℝ) ≠ 0 := Nat.cast_ne_zero.mpr Fintype.card_ne_zero
  have he := Real.exp_ne_zero (2 * m * Fintype.card n)
  have hZ' : partitionSum K₁ K₂ c V (-t) (-m) ≠ 0 := by
    intro h0
    exact hZ (by rw [hm, h0, mul_zero])
  rw [filling, filling, hd.deriv, hm]
  generalize Real.exp (2 * m * Fintype.card n) = e at he ⊢
  field_simp
  ring
```

A four-site ring with hopping across its diagonals satisfies every condition in `SublatticeHopping`, with both matrices nonzero.

```lean
/-- A four-site ring with nearest-neighbour hopping `K₁` and hopping `K₂` across the diagonals
meets the sublattice conditions. -/
theorem sublatticeHopping_witness :
    SublatticeHopping ![1, -1, 1, -1]
      !![0, -1, 0, -1; -1, 0, -1, 0; 0, -1, 0, -1; -1, 0, -1, 0]
      !![0, 0, 1, 0; 0, 0, 0, 1; 1, 0, 0, 0; 0, 1, 0, 0] where
  sign i := by fin_cases i <;> simp
  symm₁ := by ext i j; fin_cases i <;> fin_cases j <;> simp
  symm₂ := by ext i j; fin_cases i <;> fin_cases j <;> simp
  flip := by
    ext i j
    rw [mul_diagonal, diagonal_mul]
    fin_cases i <;> fin_cases j <;> simp
  keep := by
    ext i j
    rw [mul_diagonal, diagonal_mul]
    fin_cases i <;> fin_cases j <;> simp
  traceless := by simp [trace, Fin.sum_univ_succ]

end

end DopingExchange
```

```lean
#print axioms DopingExchange.weight_doping_exchange
#print axioms DopingExchange.weight_nonneg
#print axioms DopingExchange.filling_doping_exchange
```

```
'DopingExchange.weight_doping_exchange' depends on axioms: [propext, Classical.choice, Quot.sound]
'DopingExchange.weight_nonneg' depends on axioms: [propext, Classical.choice, Quot.sound]
'DopingExchange.filling_doping_exchange' depends on axioms: [propext, Classical.choice, Quot.sound]
```
